# At fixed nonzero frequency, retardation makes a cubic one-mode polar crystal's dynamical matrix isotropic at $q\to0$ but leaves it direction-dependent at large $q$

Wavevectors, fields and displacements are real vectors in $\mathbb R^3$, written `Fin 3 → ℝ` with components 0, 1, 2. The speed of light is 1, and the polarization $P$ is measured in units that absorb $4\pi$. Four real numbers enter:

- $T$ is the squared frequency set by the restoring force without a macroscopic field;
- $L$ is the squared longitudinal frequency;
- $e$ is the background permittivity, due to the electrons;
- $W$ is the squared frequency at which the lattice is driven, held fixed while $q$ varies.

The model has one isotropic, harmonic polar mode and a scalar $e$, as in a cubic crystal such as rock salt. $T$, $L$ and $e$ do not depend on $q$, and there are no reciprocal lattice vectors. "Large $q$" therefore means $|q|^2\gg eW$ in a continuum formula.

```lean
import Mathlib

open Matrix Filter Topology

namespace RetardedPolarLattice

noncomputable section
```

The field of a polarization wave is governed by the kernel

$$K(q)=\frac{eW\,I-qq^{\mathsf T}}{eW-|q|^2}.$$

In Lean, `q ⬝ᵥ q` is $|q|^2$ and `vecMulVec q q` is the dyad $qq^{\mathsf T}$. The formula has physical meaning off the light cone $|q|^2=eW$; on the cone Lean's inverse of zero is zero, which affects neither limit below.

```lean
/-- The retarded dipole kernel `(eW I - q qᵀ) / (eW - |q|²)`, with `c = 1`, squared frequency `W`
and background permittivity `e`; its domain is `|q|² ≠ eW`. -/
def kernel (e W : ℝ) (q : Fin 3 → ℝ) : Matrix (Fin 3) (Fin 3) ℝ :=
  (e * W - q ⬝ᵥ q)⁻¹ • ((e * W) • (1 : Matrix (Fin 3) (Fin 3) ℝ) - vecMulVec q q)
```

Let the relative displacement $u$ obey $Wu=Tu-aE$ with $P=bu$, where $a$ and $b$ are proportional to the effective charge. If $E=-KP/e$, then $Wu=\big(T+\tfrac{ab}{e}K\big)u$. Writing $L-T$ for $ab/e$ gives

$$D(q)=T\,I+(L-T)\,K(q).$$

The file takes this form of $D$ as a definition. The condition $T<L$ says that the mode carries a nonzero effective charge.

```lean
/-- The dynamical matrix `T I + (L - T) K(q)` with the retarded kernel `K`;
its domain is `|q|² ≠ eW`. -/
def dynMatrix (T L e W : ℝ) (q : Fin 3 → ℝ) : Matrix (Fin 3) (Fin 3) ℝ :=
  T • (1 : Matrix (Fin 3) (Fin 3) ℝ) + (L - T) • kernel e W q
```

The matrix that will appear far out along a direction $n$ is $T\,I+(L-T)\,nn^{\mathsf T}$.

```lean
/-- The direction-dependent matrix `T I + (L - T) n nᵀ`. -/
def directionalMatrix (T L : ℝ) (n : Fin 3 → ℝ) : Matrix (Fin 3) (Fin 3) ℝ :=
  T • (1 : Matrix (Fin 3) (Fin 3) ℝ) + (L - T) • vecMulVec n n
```

## The kernel from Maxwell's equations

Since $(qq^{\mathsf T})v=(q\cdot v)\,q$, the kernel acts on a vector as

$$K(q)v=\frac{eW\,v-(q\cdot v)\,q}{eW-|q|^2}.$$

Code can apply $K$ in this way from the two dot products $q\cdot v$ and $|q|^2$, with no stored matrix. The proof compares the three components.

```lean
/-- The kernel acts on a vector `v` as `(eW v - (q·v) q) / (eW - |q|²)`. -/
theorem kernel_mulVec (e W : ℝ) (q v : Fin 3 → ℝ) :
    kernel e W q *ᵥ v = (e * W - q ⬝ᵥ q)⁻¹ • ((e * W) • v - (q ⬝ᵥ v) • q) := by
  ext i
  fin_cases i <;>
    simp [kernel, mulVec, dotProduct, Fin.sum_univ_three, vecMulVec_apply, Matrix.one_apply] <;>
    ring
```

For a plane wave, Maxwell's equations combine to

$$q\times(q\times E)+W(eE+P)=0,\qquad q\times(q\times E)=(q\cdot E)\,q-|q|^2E.$$

The dot product with $q$ removes the double cross product. Since $W\neq0$, what remains is Gauss's law, $e\,q\cdot E+q\cdot P=0$. Substituting $q\cdot E=-q\cdot P/e$ gives

$$(eW-|q|^2)\,E=-\tfrac1e\big(eW\,P-(q\cdot P)\,q\big),$$

and division yields $E=-KP/e$. Conversely, the dot product of this formula with $q$ returns Gauss's law, and inserting both into the wave equation gives zero.

The theorem is an equivalence, so it states that the solution exists and is unique. In the proof, `hx` is the double cross product, `hdot` is Gauss's law and `h3` is the displayed equation multiplied by $e$.

Uniqueness fails without the hypotheses. Take $P=0$ and $q=(1,0,0)$. If $W=0$ or $e=0$, then $E=(1,0,0)$ is a second solution beside $E=0$. If $e=W=1$, which lies on the light cone, $E=(0,1,0)$ is one: it is a free light wave.

```lean
/-- For nonzero `e` and `W`, off the light cone, Maxwell's wave equation for a polarization wave `P`
(in units that absorb `4π`) has exactly one solution, the field `E = -K(q) P / e`. -/
theorem maxwell_iff {e W : ℝ} (he : e ≠ 0) (hW : W ≠ 0) {q : Fin 3 → ℝ}
    (hq : e * W - q ⬝ᵥ q ≠ 0) (E P : Fin 3 → ℝ) :
    crossProduct q (crossProduct q E) + W • (e • E + P) = 0 ↔
      E = (-e⁻¹) • (kernel e W q *ᵥ P) := by
  have hx : crossProduct q (crossProduct q E) = (q ⬝ᵥ E) • q - (q ⬝ᵥ q) • E := by
    ext i
    fin_cases i <;> simp [cross_apply, dotProduct, Fin.sum_univ_three] <;> ring
  rw [hx, kernel_mulVec]
  constructor
  · intro h
    -- the longitudinal part of the equation is Gauss's law
    have hdot : e * (q ⬝ᵥ E) + q ⬝ᵥ P = 0 := by
      have h2 := congrArg (fun v => q ⬝ᵥ v) h
      simp only [dotProduct_add, dotProduct_sub, dotProduct_smul, smul_eq_mul,
        dotProduct_zero] at h2
      apply mul_left_cancel₀ hW
      linear_combination h2
    ext i
    have hi := congrFun h i
    simp only [Pi.add_apply, Pi.sub_apply, Pi.smul_apply, smul_eq_mul, Pi.zero_apply] at hi ⊢
    have h3 : e * ((e * W - q ⬝ᵥ q) * E i) = -(e * W * P i - (q ⬝ᵥ P) * q i) := by
      linear_combination e * hi - q i * hdot
    calc E i = (e * W - q ⬝ᵥ q)⁻¹ * (e⁻¹ * (e * ((e * W - q ⬝ᵥ q) * E i))) := by
          rw [inv_mul_cancel_left₀ he, inv_mul_cancel_left₀ hq]
      _ = _ := by rw [h3]; ring
  · intro h
    have hqE : q ⬝ᵥ E = -e⁻¹ * (q ⬝ᵥ P) := by
      rw [h]
      simp only [dotProduct_smul, dotProduct_sub, smul_eq_mul]
      linear_combination (-e⁻¹ * (q ⬝ᵥ P)) * inv_mul_cancel₀ hq
    ext i
    have hi := congrFun h i
    simp only [Pi.add_apply, Pi.sub_apply, Pi.smul_apply, smul_eq_mul, Pi.zero_apply] at hi ⊢
    linear_combination q i * hqE + (e * W - q ⬝ᵥ q) * hi
      + (-e⁻¹ * (e * W * P i - (q ⬝ᵥ P) * q i)) * inv_mul_cancel₀ hq
      - W * P i * inv_mul_cancel₀ he
```

## Longitudinal and transverse values at finite wavevector

For $v=q$ the kernel gives $Kq=q$, hence $Dq=Lq$. For $v\perp q$ it gives $Kv=\frac{eW}{eW-|q|^2}\,v$, hence

$$Dv=\Big(T+\frac{(L-T)\,eW}{eW-|q|^2}\Big)v=\frac{L\,eW-T|q|^2}{eW-|q|^2}\,v.$$

The transverse value equals $L$ at $q=0$ and tends to $T$ for $|q|^2\gg eW$, which already contains both limits. In a polariton calculation one sets the transverse value equal to $W$ itself and solves $|q|^2(T-W)=eW(L-W)$ for the dispersion; that self-consistent step is not part of the Lean file, where $W$ stays a parameter.

```lean
/-- Off the light cone, `D(q)` multiplies `q` by `L` and every vector orthogonal to `q` by
`(L eW - T |q|²) / (eW - |q|²)`. -/
theorem dynMatrix_modes (T L : ℝ) {e W : ℝ} {q : Fin 3 → ℝ} (hq : e * W - q ⬝ᵥ q ≠ 0) :
    dynMatrix T L e W q *ᵥ q = L • q ∧
    ∀ v, q ⬝ᵥ v = 0 → dynMatrix T L e W q *ᵥ v =
      ((L * (e * W) - T * (q ⬝ᵥ q)) / (e * W - q ⬝ᵥ q)) • v := by
  have hD : ∀ v, dynMatrix T L e W q *ᵥ v = T • v + (L - T) • (kernel e W q *ᵥ v) := by
    intro v
    rw [dynMatrix, Matrix.add_mulVec, Matrix.smul_mulVec, Matrix.smul_mulVec, Matrix.one_mulVec]
  constructor
  · rw [hD, kernel_mulVec, ← sub_smul, inv_smul_smul₀ hq]
    module
  · intro v hv
    have hc : (L * (e * W) - T * (q ⬝ᵥ q)) / (e * W - q ⬝ᵥ q)
        = T + (L - T) * ((e * W - q ⬝ᵥ q)⁻¹ * (e * W)) := by
      rw [div_eq_mul_inv]
      linear_combination T * inv_mul_cancel₀ hq
    rw [hD, kernel_mulVec, hv, hc]
    module
```

## The isotropic limit at zero wavevector

If $eW\neq0$, the denominator of $K$ is nonzero at $q=0$, so $D$ is continuous there, and

$$D(0)=T\,I+(L-T)\frac{eW\,I}{eW}=L\,I.$$

The proof has the same two parts: `hc` is continuity at the origin and `h0` is the value. `Tendsto … (𝓝 0)` lets $q$ approach zero in any manner, not only along straight lines, and matrices converge entry by entry.

```lean
/-- For `eW ≠ 0` the retarded dynamical matrix tends to `L I` as `q` tends to zero. -/
theorem tendsto_zero (T L : ℝ) {e W : ℝ} (hb : e * W ≠ 0) :
    Tendsto (dynMatrix T L e W) (𝓝 0) (𝓝 (L • (1 : Matrix (Fin 3) (Fin 3) ℝ))) := by
  have hr : Continuous fun q : Fin 3 → ℝ => e * W - q ⬝ᵥ q := by
    simp only [dotProduct]
    fun_prop
  have hQ : Continuous fun q : Fin 3 → ℝ => vecMulVec q q :=
    continuous_id.matrix_vecMulVec continuous_id
  have hc : ContinuousAt (dynMatrix T L e W) 0 :=
    continuousAt_const.add (((hr.continuousAt.inv₀ (by simpa using hb)).smul
      (continuous_const.sub hQ).continuousAt).const_smul (L - T))
  have hz : vecMulVec (0 : Fin 3 → ℝ) (0 : Fin 3 → ℝ) = 0 := by
    ext i j
    simp [vecMulVec_apply]
  have h0 : dynMatrix T L e W 0 = L • (1 : Matrix (Fin 3) (Fin 3) ℝ) := by
    rw [dynMatrix, kernel, hz, zero_dotProduct, sub_zero, sub_zero, inv_smul_smul₀ hb]
    module
  rw [← h0]
  exact hc
```

## The limit along a ray

Put $q=sn$ with $|n|=1$. Then $|q|^2=s^2$ and $qq^{\mathsf T}=s^2nn^{\mathsf T}$, so

$$K(sn)=\frac{eW\,I-s^2\,nn^{\mathsf T}}{eW-s^2}.$$

```lean
/-- On the ray `q = s n` with `n` a unit vector, the kernel is
`(eW I - s² n nᵀ) / (eW - s²)`. -/
theorem kernel_ray (e W s : ℝ) {n : Fin 3 → ℝ} (hn : n ⬝ᵥ n = 1) :
    kernel e W (s • n) = (e * W - s ^ 2)⁻¹ •
      ((e * W) • (1 : Matrix (Fin 3) (Fin 3) ℝ) - s ^ 2 • vecMulVec n n) := by
  have h1 : (s • n) ⬝ᵥ (s • n) = s ^ 2 := by
    rw [smul_dotProduct, dotProduct_smul, hn, smul_eq_mul, smul_eq_mul]
    ring
  have h2 : vecMulVec (s • n) (s • n) = s ^ 2 • vecMulVec n n := by
    ext i j
    simp only [vecMulVec_apply, Matrix.smul_apply, Pi.smul_apply, smul_eq_mul]
    ring
  rw [kernel, h1, h2]
```

With $g(s)=eW/(s^2-eW)$ this becomes

$$K(sn)=-g\,I+(1+g)\,nn^{\mathsf T}.$$

As $s\to\infty$, $g\to0$ and $K(sn)\to nn^{\mathsf T}$, so $D(sn)\to T\,I+(L-T)\,nn^{\mathsf T}$.

In the proof, `hg` is the limit of $g$. The splitting is needed only where $s^2>eW$, which holds for all large $s$; `filter_upwards` restricts the argument to that range.

```lean
/-- Along a unit direction `n`, the dynamical matrix tends to `T I + (L - T) n nᵀ` as the
wavenumber `s` tends to infinity. -/
theorem tendsto_ray (T L e W : ℝ) {n : Fin 3 → ℝ} (hn : n ⬝ᵥ n = 1) :
    Tendsto (fun s : ℝ => dynMatrix T L e W (s • n)) atTop (𝓝 (directionalMatrix T L n)) := by
  have hs : Tendsto (fun s : ℝ => s ^ 2 + -(e * W)) atTop atTop :=
    tendsto_atTop_add_const_right _ _ (tendsto_pow_atTop two_ne_zero)
  have hg : Tendsto (fun s : ℝ => e * W * (s ^ 2 + -(e * W))⁻¹) atTop (𝓝 0) := by
    simpa using (tendsto_inv_atTop_zero.comp hs).const_mul (e * W)
  have hlim := ((hg.neg.smul_const (1 : Matrix (Fin 3) (Fin 3) ℝ)).add
    ((hg.const_add 1).smul_const (vecMulVec n n))).const_smul (L - T)
  have hlim2 := hlim.const_add (T • (1 : Matrix (Fin 3) (Fin 3) ℝ))
  simp only [neg_zero, zero_smul, add_zero, zero_add, one_smul] at hlim2
  refine hlim2.congr' ?_
  filter_upwards [hs.eventually_gt_atTop 0] with s hpos
  -- beyond the light cone the kernel splits into a vanishing part and the dyad
  have h1 : (e * W - s ^ 2)⁻¹ = -(s ^ 2 + -(e * W))⁻¹ := by
    rw [← inv_neg]
    congr 1
    ring
  have h2 : 1 + e * W * (s ^ 2 + -(e * W))⁻¹ = s ^ 2 * (s ^ 2 + -(e * W))⁻¹ := by
    linear_combination -mul_inv_cancel₀ hpos.ne'
  rw [dynMatrix, kernel_ray e W s hn, h1, h2]
  module
```

## What the limit remembers of the direction

Suppose $n$ and $m$ give the same matrix. Because $L-T\neq0$, the dyads agree: $n_in_j=m_im_j$ for all $i,j$. Multiplying by $m_j$, summing over $j$ and using $|m|=1$ gives

$$m_i=(n\cdot m)\,n_i.$$

The dot product with $m$ then gives $(n\cdot m)^2=1$, so $m=n$ or $m=-n$. The converse holds because the dyad is even in $n$. These steps are `hN`, `hmn` and `hc`.

With $T=L$ the statement is false: the matrix is $T\,I$ for every $n$, so $(1,0,0)$ and $(0,1,0)$ give the same one.

```lean
/-- For `T < L`, two unit directions give the same matrix `T I + (L - T) n nᵀ` exactly when they
are equal or opposite. -/
theorem directional_eq_iff {T L : ℝ} (hTL : T < L) {n m : Fin 3 → ℝ} (hm : m ⬝ᵥ m = 1) :
    directionalMatrix T L n = directionalMatrix T L m ↔ m = n ∨ m = -n := by
  constructor
  · intro h
    have hN : ∀ i j, n i * n j = m i * m j := by
      intro i j
      have h' := congrFun (congrFun h i) j
      simp only [directionalMatrix, Matrix.add_apply, Matrix.smul_apply, vecMulVec_apply,
        smul_eq_mul] at h'
      exact mul_left_cancel₀ (sub_ne_zero.2 hTL.ne') (by linarith)
    simp only [dotProduct, Fin.sum_univ_three] at hm
    -- the dyads agree, so `m` is a multiple of `n` by their overlap
    have hmn : ∀ i, m i = (n 0 * m 0 + n 1 * m 1 + n 2 * m 2) * n i := by
      intro i
      linear_combination -(m 0 * hN i 0 + m 1 * hN i 1 + m 2 * hN i 2) - m i * hm
    have hc : (n 0 * m 0 + n 1 * m 1 + n 2 * m 2) * (n 0 * m 0 + n 1 * m 1 + n 2 * m 2) = 1 := by
      linear_combination -(m 0 * hmn 0 + m 1 * hmn 1 + m 2 * hmn 2) + hm
    rcases mul_self_eq_one_iff.1 hc with h1 | h1
    · left
      ext i
      rw [hmn i, h1, one_mul]
    · right
      ext i
      rw [hmn i, h1, Pi.neg_apply, neg_one_mul]
  · rintro (rfl | rfl)
    · rfl
    · ext i j
      simp [directionalMatrix, vecMulVec_apply]
```

## Both limits and the eigenvalues

The dyad $nn^{\mathsf T}$ has eigenvalues $1,0,0$, so

$$\det\big(x\,I-T\,I-(L-T)\,nn^{\mathsf T}\big)=(x-T)^2\big((x-T)-(L-T)\big)=(x-T)^2(x-L).$$

Lean expands the $3\times3$ determinant and uses $|n|^2=1$ once. The eigenvalues are thus $T,T,L$, with $L$ along $n$.

The theorem below says that for $T<L$, $e>0$ and $W>0$:

- $D(q)\to L\,I$ as $q\to0$;
- for every unit $n$, $D(sn)\to T\,I+(L-T)\,nn^{\mathsf T}$ as $s\to\infty$;
- the second limit has the characteristic determinant above and fixes $n$ up to sign.

For this one-mode model, the second limit is the familiar splitting between longitudinal and transverse optical phonons, and the first shows that, at fixed $W>0$, the eigenvalues of the retarded matrix merge at $L$ as $q\to0$.

```lean
/-- For `T < L`, `e > 0` and `W > 0`, the retarded dynamical matrix tends to `L I` at zero
wavevector and, for every unit vector `n`, to `T I + (L - T) n nᵀ` far out along `n`; the latter has
characteristic polynomial `(x - T)² (x - L)` and determines the unit vector `n` up to sign. -/
theorem retarded_limits {T L e W : ℝ} (hTL : T < L) (he : 0 < e) (hW : 0 < W) :
    Tendsto (dynMatrix T L e W) (𝓝 0) (𝓝 (L • (1 : Matrix (Fin 3) (Fin 3) ℝ))) ∧
    ∀ n : Fin 3 → ℝ, n ⬝ᵥ n = 1 →
      Tendsto (fun s : ℝ => dynMatrix T L e W (s • n)) atTop (𝓝 (directionalMatrix T L n)) ∧
      (∀ x : ℝ, (x • (1 : Matrix (Fin 3) (Fin 3) ℝ) - directionalMatrix T L n).det
        = (x - T) ^ 2 * (x - L)) ∧
      ∀ m : Fin 3 → ℝ, m ⬝ᵥ m = 1 →
        (directionalMatrix T L n = directionalMatrix T L m ↔ m = n ∨ m = -n) := by
  refine ⟨tendsto_zero T L (mul_pos he hW).ne', fun n hn =>
    ⟨tendsto_ray T L e W hn, fun x => ?_, fun m hm => directional_eq_iff hTL hm⟩⟩
  simp only [dotProduct, Fin.sum_univ_three] at hn
  rw [Matrix.det_fin_three]
  simp [directionalMatrix, vecMulVec_apply]
  linear_combination (-(x - T) ^ 2 * (L - T)) * hn
```

## Electrostatics has no limit at zero wavevector

With the speed of light $c$ restored, $eW$ in the kernel reads $eW/c^2$. Setting $W=0$ there gives the same kernel as $c\to\infty$ at fixed frequency, which is the case of an instantaneous Coulomb field. This kernel is $qq^{\mathsf T}/|q|^2$, which is constant along each ray:

$$D(sn)=T\,I+(L-T)\,nn^{\mathsf T}\qquad(s\neq0).$$

A limit $M$ at $q\to0$ would have to equal this matrix for every $n$. For $n=(1,0,0)$ its $(0,0)$ entry is $L$, and for $n=(0,1,0)$ it is $T$, which contradicts $T<L$. So the isotropic limit fails at $W=0$.

In the proof, `key` identifies $M$ with the matrix of each ray, and `hx` and `hy` are the two axes. The filter `𝓝[≠] 0` excludes the point $q=0$ itself.

Phonon codes meet this when they add the electrostatic dipole term at the zone centre: the term needs a direction of approach as input, because the point $q=0$ alone does not determine it.

```lean
/-- In the electrostatic case `W = 0` with `T < L`, the dynamical matrix has no limit as `q`
tends to zero through nonzero wavevectors. -/
theorem electrostatic_no_limit {T L : ℝ} (hTL : T < L) (e : ℝ) :
    ¬ ∃ M, Tendsto (dynMatrix T L e 0) (𝓝[≠] 0) (𝓝 M) := by
  rintro ⟨M, hM⟩
  -- on each ray the electrostatic matrix is constant
  have key : ∀ n : Fin 3 → ℝ, n ⬝ᵥ n = 1 → M = directionalMatrix T L n := by
    intro n hn
    have hn0 : n ≠ 0 := by
      rintro rfl
      simp at hn
    have hcont : Continuous fun s : ℝ => s • n := by fun_prop
    have h0 : Tendsto (fun s : ℝ => s • n) (𝓝 0) (𝓝 0) := by
      simpa using hcont.tendsto 0
    have hline : Tendsto (fun s : ℝ => s • n) (𝓝[≠] 0) (𝓝[≠] 0) := by
      refine tendsto_nhdsWithin_iff.2 ⟨h0.mono_left nhdsWithin_le_nhds, ?_⟩
      filter_upwards [self_mem_nhdsWithin] with s hs
      exact smul_ne_zero hs hn0
    refine tendsto_nhds_unique (hM.comp hline) (tendsto_const_nhds.congr' ?_)
    filter_upwards [self_mem_nhdsWithin] with s hs
    have hs2 : s ^ 2 ≠ 0 := pow_ne_zero 2 hs
    have hk : (-(s ^ 2))⁻¹ • -(s ^ 2 • vecMulVec n n) = vecMulVec n n := by
      rw [inv_neg, neg_smul, smul_neg, neg_neg, inv_smul_smul₀ hs2]
    rw [Function.comp_apply, dynMatrix, kernel_ray e 0 s hn, mul_zero, zero_smul, zero_sub,
      zero_sub, hk, directionalMatrix]
  have hx := key ![1, 0, 0] (by simp [dotProduct, Fin.sum_univ_three])
  have hy := key ![0, 1, 0] (by simp [dotProduct, Fin.sum_univ_three])
  have h := congrFun (congrFun (hx.symm.trans hy) 0) 0
  simp [directionalMatrix] at h
  linarith

end

end RetardedPolarLattice
```

```lean
#print axioms RetardedPolarLattice.maxwell_iff
#print axioms RetardedPolarLattice.dynMatrix_modes
#print axioms RetardedPolarLattice.retarded_limits
#print axioms RetardedPolarLattice.electrostatic_no_limit
```

```
'RetardedPolarLattice.maxwell_iff' depends on axioms: [propext, Classical.choice, Quot.sound]
'RetardedPolarLattice.dynMatrix_modes' depends on axioms: [propext, Classical.choice, Quot.sound]
'RetardedPolarLattice.retarded_limits' depends on axioms: [propext, Classical.choice, Quot.sound]
'RetardedPolarLattice.electrostatic_no_limit' depends on axioms: [propext, Classical.choice, Quot.sound]
```
